# The DIIS minimum lies between the lowest residual eigenvalue divided by n and the rescaled C2-DIIS value

## How much does the rescaled eigenvector lose?

I describe a DIIS step with n stored residuals by its residual matrix B alone, whose entries are the inner products of these residuals, and I let the mixing coefficients be any real numbers that sum to one, negative ones included. Pulay's DIIS minimises c·Bc over these coefficients. C2-DIIS instead takes a unit eigenvector of B and divides it by the sum of its entries. If I use the lowest eigenvector, I have minimised the same quadratic form, only under a different normalisation. Is the result then also the DIIS minimum, and if not, how far above it can it be?

## It is an upper bound, at most n/s² times the minimum

Because you allow all real coefficients with sum one, the rescaled eigenvector competes in the DIIS minimisation and can't beat its minimum. In general it doesn't reach it either.

Let B be a real symmetric positive semidefinite n by n matrix with lowest eigenvalue l, and let v be a unit eigenvector for l whose entries have the sum s ≠ 0. Write E(c) = c·Bc. Then a minimiser exists, and

l/n ≤ min E ≤ l/s².

The right-hand side is the C2-DIIS value. For l > 0, division of the two bounds gives the factor n/s².

**The upper bound.** The vector w = v/s sums to one, and Bv = lv with v·v = 1 gives

E(w) = v·Bv/s² = l/s².

**The lower bound.** Expanding x in an orthonormal eigenbasis of B gives E(x) ≥ l x·x. Also l = E(v) ≥ 0. For coefficients with sum one, Cauchy-Schwarz gives 1 = (Σ c_i)² ≤ n c·c, so

E(c) ≥ l c·c ≥ l/n.

**Pulay's equations.** For symmetric B,

E(c + td) = E(c) + 2t d·Bc + t²E(d).

Let c be a minimiser and let d be the i-th coordinate vector minus c. The entries of d sum to zero, and d·Bc = (Bc)_i − E(c). Since 2t d·Bc + t²E(d) ≥ 0 for every t, the linear coefficient vanishes, so (Bc)_i = E(c) for every i. Conversely, if c sums to one and satisfies these equations, then any d with sum one has (d − c)·Bc = 0. Hence E(d) = E(c) + E(d − c) ≥ E(c).

**Existence.** If l = 0, then E(w) = 0, which is minimal. If l > 0, then E(z) = 0 forces z = 0, so B is invertible. Solve Bx = u, where u has all entries 1, and put σ = Σ x_i. Then E(x) = x·u = σ. If σ were zero, x would be zero, contradicting v·Bx = s ≠ 0. The vector c = x/σ sums to one, every entry of Bc is 1/σ, and E(c) = σ/σ² = 1/σ, so Pulay's equations hold.

**When C2-DIIS is optimal.** Every entry of Bw must equal E(w), that is, l v_i/s = l/s². This holds exactly when l = 0 or every v_i is 1/s. The second case is the same as all entries being equal, because equal entries give v_i s = v·v = 1.

For B = diag(1, 2), the eigenvector (1, 0) gives the bounds 1/2 and 1. The minimum is 2/3, at (2/3, 1/3), so both inequalities can be strict.

**Why symmetry alone is not enough.** Take B = diag(1, −1), with l = −1, v = (0, 1) and s = 1. At c = (1 − t, t) the objective is (1 − t)² − t² = 1 − 2t, which has no minimum.

## What the Lean statement says

The type `n` labels the stored iterates, and `Fintype.card n` is their number. `residualSq B c` is E(c), and `IsDIIS B c` says that c sums to one and is minimal among all such vectors. `B.PosSemidef` includes symmetry. `IsLowestEigenpair B l v` fixes the unit norm of v and requires l to be no larger than any eigenvalue; l may be degenerate. `rescale v` is w. No separate assumption n ≥ 1 appears, since a nonzero entry sum already implies it.

`diis_minimum_bounds` states that a minimiser exists and that every minimiser obeys both bounds. By `residualSq_overlap`, if the stored residuals are the columns of R, then B = RᵀR is positive semidefinite and E(c) is the squared norm of the mixed residual.

For SCF practice this compares two ways of choosing coefficients within one linear extrapolation of real residuals; it says nothing about the residual of the next, nonlinear SCF step, about convergence or about rounding. C2-DIIS here means the lowest eigenvector, whereas an implementation may select another one.

```lean
import Mathlib

open Matrix

namespace PulayDIIS

noncomputable section

variable {m n : Type*} [Fintype m] [Fintype n]

/-- The DIIS objective `c · B c` for the residual matrix `B` and mixing coefficients `c`. -/
def residualSq (B : Matrix n n ℝ) (c : n → ℝ) : ℝ := c ⬝ᵥ B *ᵥ c

/-- The coefficients `c` sum to one and minimise the DIIS objective among all such
coefficients. -/
def IsDIIS (B : Matrix n n ℝ) (c : n → ℝ) : Prop :=
  ∑ i, c i = 1 ∧ ∀ d : n → ℝ, ∑ i, d i = 1 → residualSq B c ≤ residualSq B d

/-- `v` is a unit eigenvector of `B` with eigenvalue `l`, and no eigenvalue of `B` is
smaller than `l`. -/
def IsLowestEigenpair (B : Matrix n n ℝ) (l : ℝ) (v : n → ℝ) : Prop :=
  B *ᵥ v = l • v ∧ v ⬝ᵥ v = 1 ∧
    ∀ (μ : ℝ) (w : n → ℝ), w ≠ 0 → B *ᵥ w = μ • w → l ≤ μ

/-- The C2-DIIS rescaling: a vector divided by the sum of its entries, for vectors whose
entries have a nonzero sum. -/
def rescale (v : n → ℝ) : n → ℝ := (∑ i, v i)⁻¹ • v

/-- If the columns of `R` are the stored residuals, their overlap matrix is positive
semidefinite and the DIIS objective is the squared norm of the mixed residual. -/
theorem residualSq_overlap (R : Matrix m n ℝ) (c : n → ℝ) :
    (Rᵀ * R).PosSemidef ∧ residualSq (Rᵀ * R) c = (R *ᵥ c) ⬝ᵥ (R *ᵥ c) := by
  constructor
  · simpa [conjTranspose_eq_transpose_of_trivial] using posSemidef_conjTranspose_mul_self R
  · rw [residualSq, ← mulVec_mulVec, dotProduct_mulVec, vecMul_transpose]

/-- The DIIS objective of a positive semidefinite matrix is nonnegative. -/
theorem residualSq_nonneg {B : Matrix n n ℝ} (hB : B.PosSemidef) (c : n → ℝ) :
    0 ≤ residualSq B c := by
  simpa [residualSq] using hB.dotProduct_mulVec_nonneg c

/-- For symmetric `B`, the DIIS objective along a line is a quadratic polynomial in the
step length. -/
theorem residualSq_line {B : Matrix n n ℝ} (hB : B.IsHermitian) (c d : n → ℝ) (t : ℝ) :
    residualSq B (c + t • d) =
      residualSq B c + 2 * t * (d ⬝ᵥ B *ᵥ c) + t ^ 2 * residualSq B d := by
  have hT : Bᵀ = B := by
    ext i j
    simpa using hB.apply i j
  have hsymm : c ⬝ᵥ B *ᵥ d = d ⬝ᵥ B *ᵥ c := by
    rw [dotProduct_mulVec, ← mulVec_transpose, hT, dotProduct_comm]
  simp only [residualSq, mulVec_add, mulVec_smul, add_dotProduct, dotProduct_add,
    smul_dotProduct, dotProduct_smul, smul_eq_mul]
  rw [hsymm]
  ring

/-- If the entries of the lowest unit eigenvector have nonzero sum `s`, the rescaled
eigenvector sums to one and has the objective value `l / s ^ 2`. -/
theorem c2_value {B : Matrix n n ℝ} {l : ℝ} {v : n → ℝ}
    (h : IsLowestEigenpair B l v) (hs : ∑ i, v i ≠ 0) :
    ∑ i, rescale v i = 1 ∧ residualSq B (rescale v) = l / (∑ i, v i) ^ 2 := by
  constructor
  · simp only [rescale, Pi.smul_apply, smul_eq_mul]
    rw [← Finset.mul_sum, inv_mul_cancel₀ hs]
  · simp only [residualSq, rescale, mulVec_smul, h.1, smul_dotProduct, dotProduct_smul,
      h.2.1, smul_eq_mul]
    ring

variable [DecidableEq n]

/-- Pulay's equations: for positive semidefinite `B`, coefficients are DIIS minimisers
exactly when they sum to one and every entry of `B c` equals the objective at `c`. -/
theorem pulay_equations {B : Matrix n n ℝ} (hB : B.PosSemidef) (c : n → ℝ) :
    IsDIIS B c ↔ ∑ i, c i = 1 ∧ ∀ i, (B *ᵥ c) i = residualSq B c := by
  constructor
  · rintro ⟨h1, hmin⟩
    refine ⟨h1, fun i => ?_⟩
    -- move from c towards the i-th stored iterate
    obtain ⟨d, hd, hg⟩ : ∃ d : n → ℝ, ∑ j, d j = 0 ∧
        d ⬝ᵥ B *ᵥ c = (B *ᵥ c) i - residualSq B c := by
      refine ⟨Pi.single i (1 : ℝ) - c, ?_, ?_⟩
      · simp [Finset.sum_sub_distrib, h1]
      · rw [sub_dotProduct, single_dotProduct, one_mul, residualSq]
    have key : ∀ t : ℝ, 0 ≤ residualSq B d * (t * t) +
        (2 * ((B *ᵥ c) i - residualSq B c)) * t + 0 := by
      intro t
      have h := hmin (c + t • d) (by
        simp [Finset.sum_add_distrib, ← Finset.mul_sum, h1, hd])
      rw [residualSq_line hB.isHermitian, hg] at h
      linarith
    -- a nonnegative quadratic without constant term has no linear term
    have hdisc := discrim_le_zero key
    unfold discrim at hdisc
    have hsq : ((B *ᵥ c) i - residualSq B c) ^ 2 = 0 :=
      le_antisymm (by linarith) (sq_nonneg _)
    exact sub_eq_zero.mp (pow_eq_zero_iff two_ne_zero |>.mp hsq)
  · rintro ⟨h1, hc⟩
    refine ⟨h1, fun d hd => ?_⟩
    have hconst : B *ᵥ c = fun _ => residualSq B c := funext hc
    have hz : (d - c) ⬝ᵥ B *ᵥ c = 0 := by
      rw [hconst]
      simp only [dotProduct, Pi.sub_apply]
      rw [← Finset.sum_mul, Finset.sum_sub_distrib, hd, h1, sub_self, zero_mul]
    have h := residualSq_line hB.isHermitian c (d - c) 1
    rw [one_smul, add_sub_cancel, hz] at h
    linarith [residualSq_nonneg hB (d - c)]

/-- For symmetric `B`, the DIIS objective is at least the lowest eigenvalue times the
squared norm of the coefficients. -/
theorem rayleigh_bound {B : Matrix n n ℝ} {l : ℝ} {v : n → ℝ} (hB : B.IsHermitian)
    (h : IsLowestEigenpair B l v) (x : n → ℝ) : l * (x ⬝ᵥ x) ≤ residualSq B x := by
  have hA : (B - l • (1 : Matrix n n ℝ)).IsHermitian :=
    hB.sub (by simp [Matrix.IsHermitian])
  -- the shifted matrix has no negative eigenvalue
  have hpsd : (B - l • (1 : Matrix n n ℝ)).PosSemidef := by
    refine hA.posSemidef_iff_eigenvalues_nonneg.mpr fun i => ?_
    have hi := hA.mulVec_eigenvectorBasis i
    rw [sub_mulVec, smul_mulVec, one_mulVec] at hi
    have hne : (hA.eigenvectorBasis i).ofLp ≠ 0 := by
      intro h0
      apply hA.eigenvectorBasis.orthonormal.ne_zero i
      ext k
      exact congrFun h0 k
    have hl := h.2.2 (hA.eigenvalues i + l) _ hne
      ((sub_eq_iff_eq_add.mp hi).trans (add_smul _ _ _).symm)
    show (0 : ℝ) ≤ hA.eigenvalues i
    linarith
  have h0 := residualSq_nonneg hpsd x
  simp only [residualSq, sub_mulVec, smul_mulVec, one_mulVec, dotProduct_sub,
    dotProduct_smul, smul_eq_mul] at h0 ⊢
  linarith

/-- For positive semidefinite `B` whose lowest unit eigenvector has nonzero entry sum `s`,
a DIIS minimiser exists, and the minimum lies between `l / n` and `l / s ^ 2`. -/
theorem diis_minimum_bounds {B : Matrix n n ℝ} {l : ℝ} {v : n → ℝ} (hB : B.PosSemidef)
    (h : IsLowestEigenpair B l v) (hs : ∑ i, v i ≠ 0) :
    (∃ c, IsDIIS B c) ∧ ∀ c, IsDIIS B c →
      l / Fintype.card n ≤ residualSq B c ∧ residualSq B c ≤ l / (∑ i, v i) ^ 2 := by
  have hl : 0 ≤ l := by
    have h0 := residualSq_nonneg hB v
    rwa [residualSq, h.1, dotProduct_smul, h.2.1, smul_eq_mul, mul_one] at h0
  obtain ⟨hsum, hval⟩ := c2_value h hs
  constructor
  · rcases hl.eq_or_lt with h0 | hpos
    · -- a vanishing eigenvalue: the rescaled eigenvector has zero residual
      refine ⟨rescale v, hsum, fun d _ => ?_⟩
      rw [hval, ← h0, zero_div]
      exact residualSq_nonneg hB d
    · have hzero : ∀ z : n → ℝ, residualSq B z = 0 → z = 0 := by
        intro z hz
        have hr := rayleigh_bound hB.isHermitian h z
        have hzz : 0 ≤ z ⬝ᵥ z := Finset.sum_nonneg fun i _ => mul_self_nonneg (z i)
        exact dotProduct_self_eq_zero.mp (by nlinarith)
      have hinj : Function.Injective B.mulVec := by
        intro x y hxy
        have hxy' : B *ᵥ x = B *ᵥ y := hxy
        exact sub_eq_zero.mp (hzero _ (by
          rw [residualSq, mulVec_sub, hxy', sub_self, dotProduct_zero]))
      -- solve B x = 1 and normalise the solution
      obtain ⟨x, hx⟩ := mulVec_surjective_iff_isUnit.mpr
        (mulVec_injective_iff_isUnit.mp hinj) (fun _ => (1 : ℝ))
      have hx' : B *ᵥ x = fun _ => (1 : ℝ) := hx
      have hxE : residualSq B x = ∑ i, x i := by
        simp [residualSq, hx', dotProduct]
      have hxs : ∑ i, x i ≠ 0 := by
        intro h0
        have hx0 := hzero x (hxE.trans h0)
        apply hs
        have hv : v ⬝ᵥ B *ᵥ x = ∑ i, v i := by simp [hx', dotProduct]
        rw [← hv, hx0, mulVec_zero, dotProduct_zero]
      refine ⟨rescale x, (pulay_equations hB _).mpr ⟨?_, fun i => ?_⟩⟩
      · simp only [rescale, Pi.smul_apply, smul_eq_mul]
        rw [← Finset.mul_sum, inv_mul_cancel₀ hxs]
      · have hE : residualSq B (rescale x) =
            (∑ i, x i)⁻¹ * ((∑ i, x i)⁻¹ * residualSq B x) := by
          simp only [residualSq, rescale, mulVec_smul, smul_dotProduct, dotProduct_smul,
            smul_eq_mul]
        rw [hE, hxE, inv_mul_cancel₀ hxs, rescale, mulVec_smul, hx']
        simp
  · intro c hc
    refine ⟨?_, hval ▸ hc.2 _ hsum⟩
    have hne : Nonempty n := by
      by_contra hn
      rw [not_nonempty_iff] at hn
      exact hs (by simp)
    have hN : (0 : ℝ) < Fintype.card n := by exact_mod_cast Fintype.card_pos
    -- Cauchy-Schwarz with the vector of ones
    have hcs : 1 ≤ (Fintype.card n : ℝ) * (c ⬝ᵥ c) := by
      have h2 := sq_sum_le_card_mul_sum_sq (s := Finset.univ) (f := c)
      rw [hc.1, one_pow, Finset.card_univ] at h2
      simpa only [dotProduct, pow_two] using h2
    have hr := rayleigh_bound hB.isHermitian h c
    rw [div_le_iff₀ hN]
    nlinarith [mul_le_mul_of_nonneg_left hcs hl, mul_le_mul_of_nonneg_left hr hN.le]

/-- For positive semidefinite `B` and a lowest unit eigenvector with nonzero entry sum, the
rescaled eigenvector is a DIIS minimiser exactly when `l = 0` or all its entries agree. -/
theorem c2_optimal_iff {B : Matrix n n ℝ} {l : ℝ} {v : n → ℝ} (hB : B.PosSemidef)
    (h : IsLowestEigenpair B l v) (hs : ∑ i, v i ≠ 0) :
    IsDIIS B (rescale v) ↔ l = 0 ∨ ∀ i j, v i = v j := by
  obtain ⟨hsum, hval⟩ := c2_value h hs
  have hBv : ∀ i, (B *ᵥ rescale v) i = (∑ j, v j)⁻¹ * (l * v i) := by
    intro i
    simp only [rescale, mulVec_smul, h.1, Pi.smul_apply, smul_eq_mul]
  rw [pulay_equations hB, hval]
  constructor
  · rintro ⟨-, hp⟩
    by_cases hl : l = 0
    · exact Or.inl hl
    · refine Or.inr fun i j => ?_
      have hij := (hp i).trans (hp j).symm
      rw [hBv, hBv] at hij
      exact mul_left_cancel₀ hl (mul_left_cancel₀ (inv_ne_zero hs) hij)
  · intro hor
    refine ⟨hsum, fun i => ?_⟩
    rw [hBv]
    rcases hor with hl | hv
    · simp [hl]
    · -- equal entries and unit norm fix each entry to 1 / s
      have hvi : v i * ∑ j, v j = 1 := by
        calc v i * ∑ j, v j = ∑ j, v i * v j := Finset.mul_sum _ _ _
          _ = ∑ j, v j * v j := Finset.sum_congr rfl fun j _ => by rw [hv i j]
          _ = 1 := h.2.1
      rw [eq_inv_of_mul_eq_one_left hvi]
      ring

/-- For the residual matrix `diag(1, 2)` with lowest eigenpair `1`, `(1, 0)`, the DIIS
coefficients are `(2/3, 1/3)` and the minimum is `2/3`. -/
theorem diis_minimum_bounds_witness :
    (!![1, 0; 0, 2] : Matrix (Fin 2) (Fin 2) ℝ).PosSemidef ∧
    IsLowestEigenpair !![1, 0; 0, 2] 1 ![1, 0] ∧
    IsDIIS !![1, 0; 0, 2] ![2 / 3, 1 / 3] ∧
    residualSq !![1, 0; 0, 2] ![2 / 3, 1 / 3] = 2 / 3 := by
  have hB : (!![1, 0; 0, 2] : Matrix (Fin 2) (Fin 2) ℝ).PosSemidef := by
    refine PosSemidef.of_dotProduct_mulVec_nonneg
      (IsHermitian.ext fun i j => by fin_cases i <;> fin_cases j <;> simp) fun x => ?_
    have hx : star x ⬝ᵥ (!![1, 0; 0, 2] : Matrix (Fin 2) (Fin 2) ℝ) *ᵥ x =
        x 0 * x 0 + x 1 * (2 * x 1) := by
      simp [mulVec, dotProduct, Fin.sum_univ_two]
    rw [hx]
    nlinarith [mul_self_nonneg (x 0), mul_self_nonneg (x 1)]
  refine ⟨hB, ⟨?_, ?_, fun μ w hw h => ?_⟩, (pulay_equations hB _).mpr ⟨?_, fun i => ?_⟩, ?_⟩
  · ext i
    fin_cases i <;> simp [mulVec, dotProduct, Fin.sum_univ_two]
  · simp [dotProduct, Fin.sum_univ_two]
  · by_contra hlt
    have e0 : ((!![1, 0; 0, 2] : Matrix (Fin 2) (Fin 2) ℝ) *ᵥ w) 0 = w 0 := by
      simp [mulVec, dotProduct, Fin.sum_univ_two]
    have e1 : ((!![1, 0; 0, 2] : Matrix (Fin 2) (Fin 2) ℝ) *ᵥ w) 1 = 2 * w 1 := by
      simp [mulVec, dotProduct, Fin.sum_univ_two]
    rw [h, Pi.smul_apply, smul_eq_mul] at e0 e1
    have w0 : w 0 = 0 := (mul_eq_zero.mp (show (1 - μ) * w 0 = 0 by linarith)).resolve_left
      fun h' => hlt (by linarith)
    have w1 : w 1 = 0 := (mul_eq_zero.mp (show (2 - μ) * w 1 = 0 by linarith)).resolve_left
      fun h' => hlt (by linarith)
    apply hw
    ext i
    fin_cases i
    · exact w0
    · exact w1
  · norm_num [Fin.sum_univ_two]
  · fin_cases i <;> norm_num [residualSq, mulVec, dotProduct, Fin.sum_univ_two]
  · norm_num [residualSq, mulVec, dotProduct, Fin.sum_univ_two]

end

end PulayDIIS
```

```lean
#print axioms PulayDIIS.residualSq_overlap
#print axioms PulayDIIS.diis_minimum_bounds
#print axioms PulayDIIS.c2_optimal_iff
```

```
'PulayDIIS.residualSq_overlap' depends on axioms: [propext, Classical.choice, Quot.sound]
'PulayDIIS.diis_minimum_bounds' depends on axioms: [propext, Classical.choice, Quot.sound]
'PulayDIIS.c2_optimal_iff' depends on axioms: [propext, Classical.choice, Quot.sound]
```

## From the algebra to the Lean proof

`residualSq_line` is the expansion along a line, and `c2_value` computes the sum and objective of w. In `pulay_equations`, the forward direction applies `discrim_le_zero` to the nonnegative quadratic in t, which makes its linear coefficient zero. The reverse direction uses the expansion at t = 1 together with `residualSq_nonneg`.

`rayleigh_bound` replaces the eigenbasis sum by a shift: an eigenvalue λ of B − l gives the eigenvalue λ + l of B, so λ ≥ 0. The shifted matrix is therefore positive semidefinite, which is the Rayleigh bound.

`diis_minimum_bounds` splits existence into l = 0 and l > 0. In the second case, `hzero` gives injectivity, which for a square matrix gives the solution of Bx = u, and `pulay_equations` certifies its rescaling. For the lower bound, `hcs` is Cauchy-Schwarz, and `nlinarith` combines it with the Rayleigh bound.

`c2_optimal_iff` inserts w into Pulay's equations and cancels the nonzero factors. `diis_minimum_bounds_witness` verifies the diag(1, 2) example, including that 1 is its lowest eigenvalue.
